# Non-secular terms destroy positivity in a qubit with emission but no absorption or pure dephasing

Let a qubit emit into its surroundings at rate a > 0, with no absorption and no pure dephasing, and let its master equation keep non-secular terms of real strength c ≠ 0. Then there is a pure initial state from which the population of some other state turns negative immediately after t = 0. In the Schrödinger picture, with the Hamiltonian term left out, the generator is

G(ρ) = a D[s₋](ρ) + c (s₋ρs₋ + s₊ρs₊),

D[s₋](ρ) = s₋ρs₊ − ½(s₊s₋ρ + ρs₊s₋),

where s₋ takes the excited state to the ground state and s₊ does the reverse. Over all orthonormal pairs ψ, v, the smallest value of ⟨v, G(ψψ†)v⟩ is −c²/(a + 2|c|).

Terms of this kind arise in Redfield theory, where a is the emission rate set by the bath at the transition frequency and c comes from the cross terms between s₋ and s₊ in the coupling to the bath. In the interaction picture the c terms rotate at twice the transition frequency, and the secular approximation discards them. The result shows, for a single qubit with constant coefficients, what keeping them can do to a Redfield simulation. The derivation of such a generator from a microscopic bath, with coefficients constant from t = 0 onwards, is assumed.

## The generator and the populations

Operators are complex 2×2 matrices in the basis (excited, ground), so index 0 is the excited state and index 1 the ground state.

```lean
import Mathlib

open Matrix Filter Topology

namespace NonsecularQubit

noncomputable section

/-- Operators on a qubit, in the basis (excited, ground). -/
abbrev Op := Matrix (Fin 2) (Fin 2) ℂ
```

The ladder operators s₋ and s₊ are called `lower` and `raise`.

```lean
/-- The lowering operator `s₋`, taking the excited state to the ground state. -/
def lower : Op := !![0, 0; 1, 0]

/-- The raising operator `s₊`, taking the ground state to the excited state. -/
def raise : Op := !![0, 1; 0, 0]
```

The generator is the formula above. It has no Hamiltonian term, and it accepts any matrix ρ, not only density matrices.

```lean
/-- The generator `a D[s₋](ρ) + c (s₋ ρ s₋ + s₊ ρ s₊)`: decay at rate `a` together with
non-secular terms of strength `c`. -/
def generator (a c : ℝ) (ρ : Op) : Op :=
  (a : ℂ) • (lower * ρ * raise - (1 / 2 : ℂ) • (raise * lower * ρ + ρ * (raise * lower)))
    + (c : ℂ) • (lower * ρ * lower + raise * ρ * raise)
```

A pure state is ψψ†. The population of v in A is the real part of ⟨v, Av⟩, with the inner product conjugate-linear in its first argument. The Lean definition applies to every vector and matrix; it has its physical meaning when v is normalised and A is Hermitian.

```lean
/-- The matrix `ψ ψ†`. -/
def pureState (ψ : Fin 2 → ℂ) : Op := vecMulVec ψ (star ψ)

/-- The real part of `⟨v, A v⟩`; for a density matrix `A` and a unit vector `v` this is the
population of `v`. -/
def population (v : Fin 2 → ℂ) (A : Op) : ℝ := (star v ⬝ᵥ A *ᵥ v).re
```

The states to compare are orthonormal. Orthogonality matters because the population of v then starts at zero, where a negative rate is inadmissible. A population that starts above zero may simply decay.

```lean
/-- The vectors `ψ` and `v` are normalised and orthogonal. -/
def OrthonormalPair (ψ v : Fin 2 → ℂ) : Prop :=
  star ψ ⬝ᵥ ψ = 1 ∧ star v ⬝ᵥ v = 1 ∧ star ψ ⬝ᵥ v = 0
```

## Equations of motion

Multiplying out the matrices gives

G(ρ)₀₀ = −aρ₀₀, G(ρ)₁₁ = aρ₀₀,

G(ρ)₀₁ = −(a/2)ρ₀₁ + cρ₁₀, G(ρ)₁₀ = −(a/2)ρ₁₀ + cρ₀₁.

The non-secular terms leave the two energy-level populations alone and couple each coherence to the opposite one. It is therefore a mistake to judge positivity from ρ₀₀ and ρ₁₁: they follow the same equations for every c, and the negative population belongs to a superposition. The proof expands each entry and closes with `ring`.

```lean
/-- The equations of motion entry by entry: the non-secular terms couple each coherence to the
opposite one. -/
theorem generator_eq (a c : ℝ) (ρ : Op) : generator a c ρ =
    !![-(a * ρ 0 0), -(a / 2 * ρ 0 1) + c * ρ 1 0;
       -(a / 2 * ρ 1 0) + c * ρ 0 1, a * ρ 0 0] := by
  refine Matrix.ext (Fin.forall_fin_two.2 ⟨Fin.forall_fin_two.2 ⟨?_, ?_⟩,
    Fin.forall_fin_two.2 ⟨?_, ?_⟩⟩) <;>
  simp only [generator, lower, raise, Matrix.add_apply, Matrix.sub_apply, Matrix.smul_apply,
    smul_eq_mul, Matrix.mul_apply, Fin.sum_univ_two, of_apply, cons_val', cons_val_zero,
    cons_val_one, cons_val_fin_one] <;>
  ring
```

The population is expanded in the same way:

⟨v, Av⟩ = v̄₀(A₀₀v₀ + A₀₁v₁) + v̄₁(A₁₀v₀ + A₁₁v₁).

```lean
/-- The population written out in matrix entries. -/
theorem population_eq (v : Fin 2 → ℂ) (A : Op) : population v A =
    (star (v 0) * (A 0 0 * v 0 + A 0 1 * v 1)
      + star (v 1) * (A 1 0 * v 0 + A 1 1 * v 1)).re := by
  simp only [population, dotProduct, mulVec, Fin.sum_univ_two, Pi.star_apply]
```

## The rate into the orthogonal state

In two dimensions the state orthogonal to ψ is unique up to a phase k:

v₀ = −ψ̄₁k, v₁ = ψ̄₀k, |k| = 1.

Write p = |ψ₀|² and q = |ψ₁|². The diagonal entries of G(ψψ†) contribute −apq + ap². The off-diagonal entries contribute apq − 2c Re(ψ₀²ψ̄₁²). The terms in apq cancel, which leaves

⟨v, G(ψψ†)v⟩ = ap² − 2c Re(ψ₀²ψ̄₁²).

The Lean proof takes k = ψ₀v₁ − ψ₁v₀ and derives both components of v from normalisation and orthogonality by `linear_combination`. The normalisation of v gives |k|² = 1, which removes the phase from the rate.

```lean
/-- The initial rate at which a pure state `ψ` populates the state `v` orthogonal to it is a decay
term minus an interference term proportional to `c`. -/
theorem rate_eq (a c : ℝ) {ψ v : Fin 2 → ℂ} (h : OrthonormalPair ψ v) :
    population v (generator a c (pureState ψ)) =
      a * Complex.normSq (ψ 0) ^ 2 - 2 * c * (ψ 0 ^ 2 * star (ψ 1) ^ 2).re := by
  obtain ⟨hψ, hv, ho⟩ := h
  simp only [dotProduct, Fin.sum_univ_two, Pi.star_apply] at hψ hv ho
  -- in two dimensions the orthogonal state is unique up to a phase `k`
  obtain ⟨k, h0, h1⟩ : ∃ k, v 0 = -(star (ψ 1) * k) ∧ v 1 = star (ψ 0) * k :=
    ⟨ψ 0 * v 1 - ψ 1 * v 0, by linear_combination -(v 0) * hψ + ψ 0 * ho,
      by linear_combination -(v 1) * hψ + ψ 1 * ho⟩
  rw [h0, h1] at hv
  simp only [star_neg, star_mul', star_star] at hv
  have hk : star k * k = 1 := by linear_combination hv - star k * k * hψ
  have hC : star (v 0) * (generator a c (pureState ψ) 0 0 * v 0
        + generator a c (pureState ψ) 0 1 * v 1)
      + star (v 1) * (generator a c (pureState ψ) 1 0 * v 0
        + generator a c (pureState ψ) 1 1 * v 1)
      = a * (ψ 0 * star (ψ 0)) ^ 2
        - c * (ψ 0 ^ 2 * star (ψ 1) ^ 2 + ψ 1 ^ 2 * star (ψ 0) ^ 2) := by
    rw [generator_eq, h0, h1]
    simp only [pureState, vecMulVec_apply, Pi.star_apply, of_apply, cons_val', cons_val_zero,
      cons_val_one, cons_val_fin_one, star_neg, star_mul', star_star]
    linear_combination (a * (ψ 0 * star (ψ 0)) ^ 2
      - c * (ψ 0 ^ 2 * star (ψ 1) ^ 2 + ψ 1 ^ 2 * star (ψ 0) ^ 2)) * hk
  rw [population_eq, hC]
  simp only [pow_two, Complex.sub_re, Complex.add_re, Complex.mul_re, Complex.mul_im,
    Complex.add_im, Complex.ofReal_re, Complex.ofReal_im, Complex.star_def, Complex.conj_re,
    Complex.conj_im, Complex.normSq_apply]
  ring
```

## The lower bound

Since q = 1 − p, the interference term obeys |Re(ψ₀²ψ̄₁²)| ≤ p(1 − p). Hence the rate is at least

ap² − 2|c|p(1 − p) = [(a + 2|c|)p − |c|]²/(a + 2|c|) − c²/(a + 2|c|).

The square is nonnegative, so the rate cannot lie below −c²/(a + 2|c|). In the proof, `hr` is the bound on the interference term and `key` is the completed square.

```lean
/-- For `a > 0`, no orthonormal pair has a rate below `-c² / (a + 2|c|)`. -/
theorem rate_lower_bound {a : ℝ} (ha : 0 < a) (c : ℝ) {ψ v : Fin 2 → ℂ}
    (h : OrthonormalPair ψ v) :
    -(c ^ 2 / (a + 2 * |c|)) ≤ population v (generator a c (pureState ψ)) := by
  rw [rate_eq a c h]
  have hn : Complex.normSq (ψ 1) = 1 - Complex.normSq (ψ 0) := by
    have h1 := congrArg Complex.re h.1
    simp only [dotProduct, Fin.sum_univ_two, Pi.star_apply, Complex.add_re, Complex.mul_re,
      Complex.star_def, Complex.conj_re, Complex.conj_im, Complex.one_re] at h1
    simp only [Complex.normSq_apply]
    linarith
  -- the interference term is at most the product of the two populations
  have hr : |(ψ 0 ^ 2 * star (ψ 1) ^ 2).re|
      ≤ Complex.normSq (ψ 0) * (1 - Complex.normSq (ψ 0)) := by
    rw [← hn, Complex.normSq_eq_norm_sq, Complex.normSq_eq_norm_sq]
    refine (Complex.abs_re_le_norm _).trans (le_of_eq ?_)
    rw [norm_mul, norm_pow, norm_pow, norm_star]
  have hcr := (le_abs_self (c * (ψ 0 ^ 2 * star (ψ 1) ^ 2).re)).trans
    ((abs_mul _ _).le.trans (mul_le_mul_of_nonneg_left hr (abs_nonneg c)))
  have hS : 0 < a + 2 * |c| := by positivity
  -- complete the square in the excited-state population
  have key : ∀ p : ℝ, a * p ^ 2 - 2 * (|c| * (p * (1 - p))) + |c| ^ 2 / (a + 2 * |c|)
      = ((a + 2 * |c|) * p - |c|) ^ 2 / (a + 2 * |c|) := by
    intro p
    field_simp
    ring
  have hk := key (Complex.normSq (ψ 0))
  have hpos : 0 ≤ ((a + 2 * |c|) * Complex.normSq (ψ 0) - |c|) ^ 2 / (a + 2 * |c|) := by
    positivity
  rw [sq_abs] at hk
  linarith
```

## A pair that reaches the bound

Equality requires the square to vanish, so take

p = |c|/(a + 2|c|), q = (a + |c|)/(a + 2|c|).

With x = √p, y = √q and a phase u, set

ψ = (x, uy), v = (−ūy, x).

The interference term then contributes −2c pq Re(ū²). Choosing u = 1 for c ≥ 0 and u = i for c ≤ 0 makes c Re(ū²) = |c|, and the rate becomes

ap² − 2|c|pq = −c²/(a + 2|c|).

The Lean proof makes the same choices, checks that the pair is orthonormal, and inserts it into the rate formula. At c = 0 the construction gives the ground state and rate zero.

```lean
/-- For `a > 0`, some orthonormal pair has the rate `-c² / (a + 2|c|)`. -/
theorem rate_attained {a : ℝ} (ha : 0 < a) (c : ℝ) : ∃ ψ v, OrthonormalPair ψ v ∧
    population v (generator a c (pureState ψ)) = -(c ^ 2 / (a + 2 * |c|)) := by
  have hS : 0 < a + 2 * |c| := by positivity
  -- the relative phase is fixed by the sign of `c`
  obtain ⟨u, hu, huc⟩ : ∃ u : ℂ, star u * u = 1 ∧ c * (star u ^ 2).re = |c| := by
    rcases le_total 0 c with hc | hc
    · exact ⟨1, by simp, by simp [abs_of_nonneg hc]⟩
    · exact ⟨Complex.I, by simp, by simp [abs_of_nonpos hc]⟩
  obtain ⟨x, hx⟩ : ∃ x : ℝ, x ^ 2 = |c| / (a + 2 * |c|) :=
    ⟨_, Real.sq_sqrt (by positivity)⟩
  obtain ⟨y, hy⟩ : ∃ y : ℝ, y ^ 2 = (a + |c|) / (a + 2 * |c|) :=
    ⟨_, Real.sq_sqrt (by positivity)⟩
  have hxy : x ^ 2 + y ^ 2 = 1 := by
    rw [hx, hy, ← add_div, div_eq_one_iff_eq hS.ne']
    ring
  have hxyC : (x : ℂ) ^ 2 + (y : ℂ) ^ 2 = 1 := by exact_mod_cast hxy
  have hs : ∀ r : ℝ, star (r : ℂ) = r := fun r => Complex.conj_ofReal r
  have ho : OrthonormalPair ![(x : ℂ), u * y] ![-(star u * y), (x : ℂ)] := by
    refine ⟨?_, ?_, ?_⟩ <;>
      simp only [dotProduct, Fin.sum_univ_two, Pi.star_apply, cons_val_zero, cons_val_one,
        cons_val_fin_one, star_neg, star_mul', star_star, hs]
    · linear_combination hxyC + (y : ℂ) ^ 2 * hu
    · linear_combination hxyC + (y : ℂ) ^ 2 * hu
    · ring
  refine ⟨_, _, ho, ?_⟩
  rw [rate_eq a c ho]
  simp only [cons_val_zero, cons_val_one, cons_val_fin_one, star_mul', hs, Complex.normSq_ofReal]
  have hre : ((x : ℂ) ^ 2 * (star u * y) ^ 2).re = x ^ 2 * y ^ 2 * (star u ^ 2).re := by
    rw [← Complex.re_ofReal_mul]
    congr 1
    push_cast
    ring
  rw [hre]
  calc a * (x * x) ^ 2 - 2 * c * (x ^ 2 * y ^ 2 * (star u ^ 2).re)
      = a * (x ^ 2) ^ 2 - 2 * (c * (star u ^ 2).re) * (x ^ 2 * y ^ 2) := by ring
    _ = -(|c| ^ 2 / (a + 2 * |c|)) := by
        rw [huc, hx, hy]
        field_simp
        ring
    _ = -(c ^ 2 / (a + 2 * |c|)) := by rw [sq_abs]
```

For an example from Redfield theory, take a qubit coupled through s₋ + s₊ to a zero-temperature bath and neglect the imaginary parts of the bath coefficients, which would shift the transition frequency and make c complex. The equation then has c = a/2. The formulas give ψ = (1/2, √3/2), v = (−√3/2, 1/2) and the rate −a/8. One explicit Euler step of length h from ψψ† leaves v with population −ah/8. A Hamiltonian term −i[H, ρ] does not change this number, because its contribution to the rate vanishes when v is orthogonal to ψ. The value c = a/2 and the remark about H come from the ordinary theory, not from the Lean development.

Together, the bound and the pair that attains it decide the sign question. If c ≠ 0, the attained rate is negative; if c = 0, the lower bound is zero. For a > 0, all rates into orthogonal states are therefore nonnegative exactly when c = 0.

```lean
/-- For `a > 0`, the rates into orthogonal states are nonnegative for all pure states exactly when
the non-secular terms are absent. -/
theorem rates_nonneg_iff {a : ℝ} (ha : 0 < a) (c : ℝ) :
    (∀ ψ v, OrthonormalPair ψ v → 0 ≤ population v (generator a c (pureState ψ))) ↔ c = 0 := by
  constructor
  · intro h
    by_contra hc
    obtain ⟨ψ, v, ho, hr⟩ := rate_attained ha c
    have h1 := h ψ v ho
    have h2 : 0 < c ^ 2 / (a + 2 * |c|) := by positivity
    linarith
  · rintro rfl ψ v ho
    have h1 := rate_lower_bound ha 0 ho
    norm_num at h1
    exact h1
```

## Negative population at short times

Let ρ(t) start in ψψ† for the pair just found. The population of v is initially |⟨v, ψ⟩|² = 0, and its derivative is the negative rate, so

⟨v, ρ(t)v⟩ = −c²t/(a + 2|c|) + o(t),

which is negative for all sufficiently small t > 0.

In Lean, a trajectory is a function `ρ : ℝ → Op` whose entries satisfy the master equation at time zero; nothing is required of it at other times. The expression `∀ᶠ t in 𝓝[>] (0 : ℝ)` means "for all sufficiently small positive t", and no length is given for that interval. The proof combines the derivatives of the entries into the derivative of the population (`hd`). Near zero the difference quotient is then negative, and since the population starts at zero, its sign for t > 0 is that of the quotient.

```lean
/-- For `a > 0` and `c ≠ 0` there are orthonormal `ψ`, `v` with `⟨v, G(ψψ†) v⟩ < 0`, and every
trajectory that starts in `ψψ†` and obeys the master equation at time zero gives `v` a negative
population at all sufficiently short positive times. -/
theorem positivity_fails {a c : ℝ} (ha : 0 < a) (hc : c ≠ 0) : ∃ ψ v, OrthonormalPair ψ v ∧
    population v (generator a c (pureState ψ)) < 0 ∧
    ∀ ρ : ℝ → Op, ρ 0 = pureState ψ →
      (∀ i j, HasDerivAt (fun t => ρ t i j) (generator a c (ρ 0) i j) 0) →
      ∀ᶠ t in 𝓝[>] (0 : ℝ), population v (ρ t) < 0 := by
  obtain ⟨ψ, v, ho, hr⟩ := rate_attained ha c
  have hneg : population v (generator a c (pureState ψ)) < 0 := by
    rw [hr]
    exact neg_neg_of_pos (by positivity)
  refine ⟨ψ, v, ho, hneg, fun ρ h0 h => ?_⟩
  -- the population of `v` vanishes initially
  have hz : population v (ρ 0) = 0 := by
    have h1 := ho.2.2
    simp only [dotProduct, Fin.sum_univ_two, Pi.star_apply] at h1
    rw [h0, population_eq, ← Complex.zero_re]
    congr 1
    simp only [pureState, vecMulVec_apply, Pi.star_apply]
    linear_combination (star (v 0) * ψ 0 + star (v 1) * ψ 1) * h1
  -- and its derivative is the negative rate
  have hF := ((((h 0 0).mul_const (v 0)).fun_add ((h 0 1).mul_const (v 1))).const_mul
    (star (v 0))).fun_add ((((h 1 0).mul_const (v 0)).fun_add
      ((h 1 1).mul_const (v 1))).const_mul (star (v 1)))
  have hd : HasDerivAt (fun t => population v (ρ t)) (population v (generator a c (ρ 0))) 0 := by
    simp only [population_eq]
    exact Complex.reCLM.hasFDerivAt.comp_hasDerivAt 0 hF
  rw [h0] at hd
  have hs := (hasDerivAt_iff_tendsto_slope.1 hd).eventually (gt_mem_nhds hneg)
  have hs' := hs.filter_mono (nhdsWithin_mono (0 : ℝ) (fun t (ht : 0 < t) => ne_of_gt ht))
  filter_upwards [hs', self_mem_nhdsWithin] with t ht htpos
  rw [slope_def_field, hz, sub_zero, sub_zero] at ht
  by_contra hcon
  exact absurd ht (not_lt_of_ge (div_nonneg (not_lt.1 hcon) (le_of_lt htpos)))
```

## Solutions from every initial matrix

The statement about trajectories has content because solutions exist. The sum and the difference of the coherences decouple:

d(ρ₀₁ + ρ₁₀)/dt = (c − a/2)(ρ₀₁ + ρ₁₀),

d(ρ₀₁ − ρ₁₀)/dt = (−c − a/2)(ρ₀₁ − ρ₁₀).

Each evolves with its own exponential. For an initial matrix R, the diagonal entries are

ρ₀₀(t) = e^(−at)R₀₀, ρ₁₁(t) = R₁₁ + R₀₀ − e^(−at)R₀₀.

In `evolve`, `P` and `M` are the evolved sum and difference, from which the two coherences are recovered.

```lean
/-- Explicit evolution of an initial matrix `R`: the sum and the difference of the two coherences
evolve with separate exponentials. -/
def evolve (a c : ℝ) (R : Op) (t : ℝ) : Op :=
  let E := Complex.exp (-a * t)
  let P := Complex.exp ((c - a / 2) * t) * (R 0 1 + R 1 0)
  let M := Complex.exp ((-c - a / 2) * t) * (R 0 1 - R 1 0)
  !![E * R 0 0, (P + M) / 2; (P - M) / 2, R 1 1 + R 0 0 - E * R 0 0]
```

Setting t = 0 returns R, and differentiating the exponentials reproduces the four equations of motion at every time. The theorem holds for all real a and c. With R = ψψ† it supplies a trajectory of the kind that `positivity_fails` describes.

```lean
/-- The explicit evolution starts at `R` and solves the master equation at all times. -/
theorem evolve_solves (a c : ℝ) (R : Op) : evolve a c R 0 = R ∧
    ∀ t i j, HasDerivAt (fun s => evolve a c R s i j)
      (generator a c (evolve a c R t) i j) t := by
  constructor
  · ext i j
    fin_cases i <;> fin_cases j <;> simp [evolve]
  · intro t
    have he : ∀ k : ℂ, HasDerivAt (fun s : ℝ => Complex.exp (k * s))
        (k * Complex.exp (k * t)) t := fun k =>
      (((hasDerivAt_id' (t : ℂ)).const_mul k).cexp.comp_ofReal).congr_deriv (by ring)
    have hE := (he (-a)).mul_const (R 0 0)
    have hP := (he (c - a / 2)).mul_const (R 0 1 + R 1 0)
    have hM := (he (-c - a / 2)).mul_const (R 0 1 - R 1 0)
    have h01 := (hP.fun_add hM).div_const 2
    have h10 := (hP.fun_sub hM).div_const 2
    have h11 := (hasDerivAt_const t (R 1 1 + R 0 0)).fun_sub hE
    rw [generator_eq]
    refine Fin.forall_fin_two.2 ⟨Fin.forall_fin_two.2 ⟨hE.congr_deriv ?_, h01.congr_deriv ?_⟩,
      Fin.forall_fin_two.2 ⟨h10.congr_deriv ?_, h11.congr_deriv ?_⟩⟩ <;>
    simp only [evolve, of_apply, cons_val', cons_val_zero, cons_val_one, cons_val_fin_one] <;>
    ring

end

end NonsecularQubit
```

```lean
#print axioms NonsecularQubit.rates_nonneg_iff
#print axioms NonsecularQubit.positivity_fails
#print axioms NonsecularQubit.evolve_solves
```

```
'NonsecularQubit.rates_nonneg_iff' depends on axioms: [propext, Classical.choice, Quot.sound]
'NonsecularQubit.positivity_fails' depends on axioms: [propext, Classical.choice, Quot.sound]
'NonsecularQubit.evolve_solves' depends on axioms: [propext, Classical.choice, Quot.sound]
```
